# No continuous normalised spin-up state vector along n exists on the whole sphere of directions

Suppose a spin-1/2 in a magnetic field is given a single smooth, normalised spin-up state vector for all field directions. Stokes' theorem would then make the total Berry flux through the sphere of directions zero, although its magnitude is $2\pi$.

In Lean 4 with Mathlib:

```lean
import Mathlib

open Matrix

namespace SpinHalfGaugeObstruction

noncomputable section

/-- A direction in space: a point of the unit sphere in three dimensions. -/
abbrev Direction := {n : Fin 3 → ℝ // n 0 ^ 2 + n 1 ^ 2 + n 2 ^ 2 = 1}

/-- The spin operator `n · σ`, written with the three Pauli matrices. -/
def spinAlong (n : Fin 3 → ℝ) : Matrix (Fin 2) (Fin 2) ℂ :=
  (n 0 : ℂ) • !![0, 1; 1, 0] + (n 1 : ℂ) • !![0, -Complex.I; Complex.I, 0]
    + (n 2 : ℂ) • !![1, 0; 0, -1]

/-- The equation `(n · σ) v = v` written out for the two spin amplitudes. -/
theorem spin_up_iff (n : Fin 3 → ℝ) (v : Fin 2 → ℂ) :
    spinAlong n *ᵥ v = v ↔
      (n 2 : ℂ) * v 0 + ((n 0 : ℂ) - n 1 * Complex.I) * v 1 = v 0 ∧
      ((n 0 : ℂ) + n 1 * Complex.I) * v 0 - n 2 * v 1 = v 1 := by
  have h : spinAlong n = !![(n 2 : ℂ), (n 0 : ℂ) - n 1 * Complex.I;
      (n 0 : ℂ) + n 1 * Complex.I, -(n 2 : ℂ)] := by
    ext i j
    fin_cases i <;> fin_cases j <;> simp [spinAlong]
    ring
  rw [h, funext_iff, Fin.forall_fin_two]
  simp [Matrix.mulVec, dotProduct, Fin.sum_univ_two, sub_eq_add_neg]

/-- For a nonzero solution of `(n · σ) v = v`, the upper amplitude is nonzero away from the
south pole and the lower amplitude is nonzero away from the north pole. -/
theorem amplitude_ne_zero {n : Fin 3 → ℝ} {v : Fin 2 → ℂ} (hv : v ≠ 0)
    (h : spinAlong n *ᵥ v = v) : (n 2 ≠ -1 → v 0 ≠ 0) ∧ (n 2 ≠ 1 → v 1 ≠ 0) := by
  obtain ⟨h1, h2⟩ := (spin_up_iff n v).1 h
  constructor
  · intro hz h0
    have hp : ((1 + n 2 : ℝ) : ℂ) * v 1 = 0 := by
      rw [h0] at h2
      push_cast
      linear_combination -h2
    have h3 := (mul_eq_zero.1 hp).resolve_left
      (Complex.ofReal_ne_zero.2 fun e => hz (by linarith))
    exact hv (funext (Fin.forall_fin_two.2 ⟨h0, h3⟩))
  · intro hz h0
    have hp : ((1 - n 2 : ℝ) : ℂ) * v 0 = 0 := by
      rw [h0] at h1
      push_cast
      linear_combination -h1
    have h3 := (mul_eq_zero.1 hp).resolve_left
      (Complex.ofReal_ne_zero.2 fun e => hz (by linarith))
    exact hv (funext (Fin.forall_fin_two.2 ⟨h3, h0⟩))

/-- A continuous nowhere-zero complex function on the plane has a continuous logarithm on the
closed unit disc. -/
theorem exists_log_on_disc (f : ℂ → ℂ) (hf : Continuous f) (h0 : ∀ w, f w ≠ 0) :
    ∃ L : ℂ → ℂ, ContinuousOn L (Metric.closedBall 0 1) ∧
      ∀ w ∈ Metric.closedBall (0 : ℂ) 1, Complex.exp (L w) = f w := by
  have hK : IsCompact (Metric.closedBall (0 : ℂ) 1) := isCompact_closedBall 0 1
  obtain ⟨z, -, hmin⟩ := hK.exists_isMinOn ⟨0, by simp⟩ hf.norm.continuousOn
  obtain ⟨δ, hδ, hu⟩ := Metric.uniformContinuousOn_iff.1
    (hK.uniformContinuousOn_of_continuous hf.continuousOn) ‖f z‖ (norm_pos_iff.2 (h0 z))
  obtain ⟨N, hN⟩ := exists_nat_one_div_lt hδ
  have hnorm : ‖(N : ℂ) + 1‖ = (N : ℝ) + 1 := by
    exact_mod_cast Complex.norm_natCast (N + 1)
  have hmem : ∀ k : ℕ, k ≤ N + 1 → ∀ w ∈ Metric.closedBall (0 : ℂ) 1,
      (k : ℂ) / ((N : ℂ) + 1) * w ∈ Metric.closedBall (0 : ℂ) 1 := by
    intro k hk w hw
    rw [mem_closedBall_zero_iff] at hw ⊢
    rw [norm_mul, norm_div, hnorm, Complex.norm_natCast]
    exact mul_le_one₀ ((div_le_one (by positivity)).2 (by exact_mod_cast hk))
      (norm_nonneg w) hw
  -- enlarge the disc step by step, adding the principal logarithm of each ratio
  have key : ∀ k : ℕ, k ≤ N + 1 → ∃ L : ℂ → ℂ, ContinuousOn L (Metric.closedBall 0 1) ∧
      ∀ w ∈ Metric.closedBall (0 : ℂ) 1,
        Complex.exp (L w) = f ((k : ℂ) / ((N : ℂ) + 1) * w) := by
    intro k
    induction k with
    | zero =>
      intro _
      exact ⟨fun _ => Complex.log (f 0), continuousOn_const, fun w _ => by
        simp [Complex.exp_log (h0 0)]⟩
    | succ k ih =>
      intro hk
      obtain ⟨L, hL, hexp⟩ := ih (by omega)
      refine ⟨fun w => L w + Complex.log (f (((k + 1 : ℕ) : ℂ) / ((N : ℂ) + 1) * w) /
        f ((k : ℂ) / ((N : ℂ) + 1) * w)), hL.add (ContinuousOn.clog ?_ ?_), ?_⟩
      · exact (Continuous.div (hf.comp (continuous_const.mul continuous_id))
          (hf.comp (continuous_const.mul continuous_id)) fun w => h0 _).continuousOn
      · intro w hw
        have hq := hmem k (by omega) w hw
        have hd : dist (((k + 1 : ℕ) : ℂ) / ((N : ℂ) + 1) * w)
            ((k : ℂ) / ((N : ℂ) + 1) * w) < δ := by
          have e : ((k + 1 : ℕ) : ℂ) / ((N : ℂ) + 1) * w - (k : ℂ) / ((N : ℂ) + 1) * w
              = w / ((N : ℂ) + 1) := by
            push_cast
            ring
          rw [dist_eq_norm, e, norm_div, hnorm]
          refine lt_of_le_of_lt ?_ hN
          have hw' := mem_closedBall_zero_iff.1 hw
          gcongr
        have h1 := hu _ (hmem (k + 1) hk w hw) _ hq hd
        have h2 : ‖f z‖ ≤ ‖f ((k : ℂ) / ((N : ℂ) + 1) * w)‖ := hmin hq
        rw [dist_eq_norm] at h1
        have h3 := (div_lt_one (norm_pos_iff.2 (h0 _))).2 (lt_of_lt_of_le h1 h2)
        rw [← norm_div, sub_div, div_self (h0 _)] at h3
        have h4 := (abs_le.1 (Complex.abs_re_le_norm _)).1.trans_lt' (neg_lt_neg h3)
        rw [Complex.sub_re, Complex.one_re] at h4
        exact Or.inl (by linarith)
      · intro w hw
        rw [Complex.exp_add, hexp w hw, Complex.exp_log (div_ne_zero (h0 _) (h0 _)),
          mul_div_cancel₀ _ (h0 _)]
  obtain ⟨L, hL, hexp⟩ := key (N + 1) le_rfl
  refine ⟨L, hL, fun w hw => ?_⟩
  rw [hexp w hw]
  push_cast
  rw [div_self (Nat.cast_add_one_ne_zero N), one_mul]

/-- A continuous complex function on the plane that equals `w` at every point `w` of the unit
circle has a zero. -/
theorem winding_forces_zero (f : ℂ → ℂ) (hf : Continuous f)
    (hc : ∀ w, ‖w‖ = 1 → f w = w) : ∃ w, f w = 0 := by
  by_contra hne
  push Not at hne
  obtain ⟨L, hL, hexp⟩ := exists_log_on_disc f hf hne
  have hm : ∀ t : ℝ, Complex.exp (t * Complex.I) ∈ Metric.closedBall (0 : ℂ) 1 := fun t =>
    mem_closedBall_zero_iff.2 (Complex.norm_exp_ofReal_mul_I t).le
  let φ : ℝ → ℝ := fun t => (L (Complex.exp (t * Complex.I))).im - t
  have hφ : Continuous φ :=
    (Complex.continuous_im.comp (hL.comp_continuous (by fun_prop) hm)).sub continuous_id
  -- the imaginary part of the logarithm and the angle differ by a multiple of a full turn
  have hcos : ∀ t, Real.cos (φ t) = 1 := by
    intro t
    have hg : Complex.exp (L (Complex.exp (t * Complex.I)) - t * Complex.I) = 1 := by
      rw [Complex.exp_sub, hexp _ (hm t), hc _ (Complex.norm_exp_ofReal_mul_I t),
        div_self (Complex.exp_ne_zero _)]
    have hr := Complex.norm_exp (L (Complex.exp (t * Complex.I)) - t * Complex.I)
    have hi := Complex.exp_re (L (Complex.exp (t * Complex.I)) - t * Complex.I)
    rw [hg, norm_one] at hr
    rw [hg, ← hr, Complex.one_re, one_mul] at hi
    have e : (L (Complex.exp (t * Complex.I)) - t * Complex.I).im = φ t := by simp [φ]
    rw [← e, ← hi]
  have hturn : φ (2 * Real.pi) = φ 0 - 2 * Real.pi := by
    have e : Complex.exp (((2 * Real.pi : ℝ) : ℂ) * Complex.I) = 1 := by
      push_cast
      exact Complex.exp_two_pi_mul_I
    simp only [φ, e, Complex.ofReal_zero, zero_mul, Complex.exp_zero, sub_zero]
  -- halfway through the drop the cosine would be -1
  have hpi := Real.pi_pos
  obtain ⟨t, -, ht⟩ := intermediate_value_Icc' (by positivity : (0 : ℝ) ≤ 2 * Real.pi)
    hφ.continuousOn (show φ 0 - Real.pi ∈ Set.Icc (φ (2 * Real.pi)) (φ 0) from
      ⟨by linarith, by linarith⟩)
  have h1 := hcos t
  rw [ht, Real.cos_sub_pi, hcos 0] at h1
  norm_num at h1

/-- Stereographic chart of the sphere, centred at the north pole for `s = 1` and at the south
pole for `s = -1`. -/
def chart (s : ℝ) (hs : s ^ 2 = 1) (w : ℂ) : Direction :=
  ⟨![2 * w.re / (1 + w.re ^ 2 + w.im ^ 2), 2 * w.im / (1 + w.re ^ 2 + w.im ^ 2),
    s * (1 - w.re ^ 2 - w.im ^ 2) / (1 + w.re ^ 2 + w.im ^ 2)], by
    change (2 * w.re / (1 + w.re ^ 2 + w.im ^ 2)) ^ 2
      + (2 * w.im / (1 + w.re ^ 2 + w.im ^ 2)) ^ 2
      + (s * (1 - w.re ^ 2 - w.im ^ 2) / (1 + w.re ^ 2 + w.im ^ 2)) ^ 2 = 1
    rw [div_pow, div_pow, div_pow, ← add_div, ← add_div, div_eq_one_iff_eq (by positivity)]
    linear_combination (1 - w.re ^ 2 - w.im ^ 2) ^ 2 * hs⟩

/-- Each chart is continuous, misses the pole opposite to its centre, and sends a point `w` of
the unit circle to the equatorial direction `(Re w, Im w, 0)`. -/
theorem chart_spec (s : ℝ) (hs : s ^ 2 = 1) :
    Continuous (chart s hs) ∧ (∀ w, (chart s hs w).1 2 ≠ -s) ∧
      ∀ w : ℂ, ‖w‖ = 1 → (chart s hs w).1 = ![w.re, w.im, 0] := by
  have hd : ∀ w : ℂ, 1 + w.re ^ 2 + w.im ^ 2 ≠ 0 := fun w => by positivity
  refine ⟨Continuous.subtype_mk (continuous_pi fun i => ?_) _, fun w h => ?_, fun w hw => ?_⟩
  · fin_cases i
    · change Continuous fun w : ℂ => 2 * w.re / (1 + w.re ^ 2 + w.im ^ 2)
      exact Continuous.div (by fun_prop) (by fun_prop) hd
    · change Continuous fun w : ℂ => 2 * w.im / (1 + w.re ^ 2 + w.im ^ 2)
      exact Continuous.div (by fun_prop) (by fun_prop) hd
    · change Continuous fun w : ℂ =>
        s * (1 - w.re ^ 2 - w.im ^ 2) / (1 + w.re ^ 2 + w.im ^ 2)
      exact Continuous.div (by fun_prop) (by fun_prop) hd
  · change s * (1 - w.re ^ 2 - w.im ^ 2) / (1 + w.re ^ 2 + w.im ^ 2) = -s at h
    rw [div_eq_iff (hd w)] at h
    have h0 : s = 0 := by linear_combination h / 2
    rw [h0] at hs
    norm_num at hs
  · have hq := Complex.sq_norm w
    rw [hw, Complex.normSq_apply] at hq
    have h2 : 1 + w.re ^ 2 + w.im ^ 2 = 2 := by linear_combination -hq
    have h3 : 1 - w.re ^ 2 - w.im ^ 2 = 0 := by linear_combination hq
    funext i
    fin_cases i <;> simp [chart, h2, h3]

/-- Every continuous spinor field on the sphere with `(n · σ) u(n) = u(n)` for all directions
`n` vanishes in some direction. -/
theorem spin_up_field_has_zero (u : Direction → Fin 2 → ℂ) (hu : Continuous u)
    (h : ∀ n, spinAlong n.1 *ᵥ u n = u n) : ∃ n, u n = 0 := by
  by_contra hne
  push Not at hne
  obtain ⟨cN, pN, eN⟩ := chart_spec 1 (by norm_num)
  obtain ⟨cS, pS, eS⟩ := chart_spec (-1) (by norm_num)
  have hN : ∀ w, u (chart 1 (by norm_num) w) 0 ≠ 0 := fun w =>
    (amplitude_ne_zero (hne _) (h _)).1 (pN w)
  have hS : ∀ w, u (chart (-1) (by norm_num) w) 1 ≠ 0 := fun w =>
    (amplitude_ne_zero (hne _) (h _)).2 (by simpa using pS w)
  -- lower amplitude from the south over upper amplitude from the north
  obtain ⟨w, hw⟩ := winding_forces_zero
    (fun w => u (chart (-1) (by norm_num) w) 1 / u (chart 1 (by norm_num) w) 0)
    (Continuous.div ((continuous_apply 1).comp (hu.comp cS))
      ((continuous_apply 0).comp (hu.comp cN)) hN) (by
      intro w hw
      have e : chart (-1) (by norm_num) w = chart 1 (by norm_num) w :=
        Subtype.ext ((eS w hw).trans (eN w hw).symm)
      have h2 := ((spin_up_iff _ _).1 (h (chart 1 (by norm_num) w))).2
      have x0 : (chart 1 (by norm_num) w).1 0 = w.re := by rw [eN w hw]; rfl
      have x1 : (chart 1 (by norm_num) w).1 1 = w.im := by rw [eN w hw]; rfl
      have x2 : (chart 1 (by norm_num) w).1 2 = 0 := by rw [eN w hw]; rfl
      rw [x0, x1, x2, Complex.re_add_im, Complex.ofReal_zero, zero_mul, sub_zero] at h2
      change u (chart (-1) (by norm_num) w) 1 / u (chart 1 (by norm_num) w) 0 = w
      rw [e, div_eq_iff (hN w)]
      exact h2.symm)
  exact div_ne_zero (hS w) (hN w) hw

/-- No continuous choice of normalised spinors `u(n)` on the whole sphere satisfies
`(n · σ) u(n) = u(n)` for every direction `n`. -/
theorem no_global_gauge : ¬ ∃ u : Direction → Fin 2 → ℂ, Continuous u ∧
    ∀ n, ‖u n 0‖ ^ 2 + ‖u n 1‖ ^ 2 = 1 ∧ spinAlong n.1 *ᵥ u n = u n := by
  rintro ⟨u, hu, h⟩
  obtain ⟨n, hn⟩ := spin_up_field_has_zero u hu fun n => (h n).2
  have h1 := (h n).1
  simp [hn] at h1

/-- Every continuous spinor field on the sphere with `(n · σ) u(n) = -u(n)` for all directions
`n` vanishes in some direction. -/
theorem spin_down_field_has_zero (u : Direction → Fin 2 → ℂ) (hu : Continuous u)
    (h : ∀ n, spinAlong n.1 *ᵥ u n = -u n) : ∃ n, u n = 0 := by
  -- spin down along n is spin up along the antipode
  let a : Direction → Direction := fun n => ⟨-n.1, by
    simp only [Pi.neg_apply, neg_sq]
    exact n.2⟩
  have ha : Continuous a := Continuous.subtype_mk continuous_subtype_val.neg _
  obtain ⟨n, hn⟩ := spin_up_field_has_zero (fun n => u (a n)) (hu.comp ha) (by
    intro n
    have e : spinAlong (a n).1 = -spinAlong n.1 := by
      simp only [a, spinAlong, Pi.neg_apply, Complex.ofReal_neg]
      module
    have h1 := h (a n)
    rw [e, Matrix.neg_mulVec] at h1
    exact neg_injective h1)
  exact ⟨a n, hn⟩

/-- The spinor `(1 + z, x + i y) / √(2 (1 + z))` for the direction `(x, y, z)`, meant for
directions other than the south pole. -/
def northGauge (n : Direction) : Fin 2 → ℂ :=
  ![((1 + n.1 2 : ℝ) : ℂ) / (√(2 * (1 + n.1 2)) : ℝ),
    ((n.1 0 : ℂ) + n.1 1 * Complex.I) / (√(2 * (1 + n.1 2)) : ℝ)]

/-- Away from the south pole the spinor `northGauge` is continuous, normalised and satisfies
`(n · σ) u(n) = u(n)`. -/
theorem northGauge_spec : ContinuousOn northGauge {n | n.1 2 ≠ -1} ∧
    ∀ n : Direction, n.1 2 ≠ -1 → ‖northGauge n 0‖ ^ 2 + ‖northGauge n 1‖ ^ 2 = 1 ∧
      spinAlong n.1 *ᵥ northGauge n = northGauge n := by
  have hpos : ∀ n : Direction, n.1 2 ≠ -1 → 0 < 2 * (1 + n.1 2) := by
    intro n hn
    have h1 : -1 ≤ n.1 2 := by nlinarith [n.2, sq_nonneg (n.1 0), sq_nonneg (n.1 1)]
    have h2 := lt_of_le_of_ne h1 (Ne.symm hn)
    linarith
  have hne : ∀ n : Direction, n.1 2 ≠ -1 → ((√(2 * (1 + n.1 2)) : ℝ) : ℂ) ≠ 0 :=
    fun n hn => Complex.ofReal_ne_zero.2 (Real.sqrt_pos.2 (hpos n hn)).ne'
  have hk : ∀ k, Continuous fun n : Direction => n.1 k :=
    fun k => (continuous_apply k).comp continuous_subtype_val
  have hkC : ∀ k, Continuous fun n : Direction => (n.1 k : ℂ) :=
    fun k => Complex.continuous_ofReal.comp (hk k)
  have hroot : Continuous fun n : Direction => ((√(2 * (1 + n.1 2)) : ℝ) : ℂ) :=
    Complex.continuous_ofReal.comp (Real.continuous_sqrt.comp
      (continuous_const.mul (continuous_const.add (hk 2))))
  have htop : Continuous fun n : Direction => ((1 + n.1 2 : ℝ) : ℂ) :=
    Complex.continuous_ofReal.comp (continuous_const.add (hk 2))
  constructor
  · refine continuousOn_pi.2 (Fin.forall_fin_two.2 ⟨?_, ?_⟩)
    · change ContinuousOn (fun n : Direction =>
        ((1 + n.1 2 : ℝ) : ℂ) / (√(2 * (1 + n.1 2)) : ℝ)) _
      exact ContinuousOn.div htop.continuousOn hroot.continuousOn hne
    · change ContinuousOn (fun n : Direction =>
        ((n.1 0 : ℂ) + n.1 1 * Complex.I) / (√(2 * (1 + n.1 2)) : ℝ)) _
      exact ContinuousOn.div ((hkC 0).add ((hkC 1).mul continuous_const)).continuousOn
        hroot.continuousOn hne
  · intro n hn
    constructor
    · change ‖((1 + n.1 2 : ℝ) : ℂ) / (√(2 * (1 + n.1 2)) : ℝ)‖ ^ 2
        + ‖((n.1 0 : ℂ) + n.1 1 * Complex.I) / (√(2 * (1 + n.1 2)) : ℝ)‖ ^ 2 = 1
      rw [norm_div, norm_div, div_pow, div_pow, ← add_div, Complex.sq_norm, Complex.sq_norm,
        Complex.sq_norm, Complex.normSq_add_mul_I, Complex.normSq_ofReal,
        Complex.normSq_ofReal, Real.mul_self_sqrt (hpos n hn).le,
        div_eq_one_iff_eq (hpos n hn).ne']
      linear_combination n.2
    · have hC : (n.1 0 : ℂ) ^ 2 + (n.1 1 : ℂ) ^ 2 + (n.1 2 : ℂ) ^ 2 = 1 := by
        exact_mod_cast n.2
      rw [spin_up_iff]
      simp only [northGauge, Matrix.cons_val_zero, Matrix.cons_val_one, Complex.ofReal_add,
        Complex.ofReal_one]
      generalize ((√(2 * (1 + n.1 2)) : ℝ) : ℂ) = c
      constructor
      · linear_combination (1 / c) * hC - ((n.1 1 : ℂ) ^ 2 / c) * Complex.I_sq
      · ring

end

end SpinHalfGaugeObstruction
```

```lean
#print axioms SpinHalfGaugeObstruction.no_global_gauge
-- 'SpinHalfGaugeObstruction.no_global_gauge' depends on axioms: [propext, Classical.choice, Quot.sound]
#print axioms SpinHalfGaugeObstruction.spin_down_field_has_zero
-- 'SpinHalfGaugeObstruction.spin_down_field_has_zero' depends on axioms: [propext, Classical.choice, Quot.sound]
#print axioms SpinHalfGaugeObstruction.northGauge_spec
-- 'SpinHalfGaugeObstruction.northGauge_spec' depends on axioms: [propext, Classical.choice, Quot.sound]
```

## Spinor fields on the sphere

A `Direction` is a real triple $n=(n_0,n_1,n_2)$, the usual $(x,y,z)$, with unit sum of squares. `spinAlong n` is $n\cdot\sigma$, and a spinor $u=(u_0,u_1)$ has type `Fin 2 → ℂ`. A gauge is a choice of $u(n)$, including its phase, for each direction. The physical spin-up state, with projector $(1+n\cdot\sigma)/2$, does vary continuously over the whole sphere; the obstruction concerns the vector chosen to represent it.

`spin_up_field_has_zero` says that every continuous $u$ with $(n\cdot\sigma)u(n)=u(n)$ for all $n$ vanishes somewhere. A zero spinor cannot satisfy $|u_0|^2+|u_1|^2=1$, which gives `no_global_gauge`. `spin_down_field_has_zero` treats eigenvalue $-1$. These are statements about continuity; the Berry flux is background to them.

For a non-interacting two-band Hamiltonian $d(k)\cdot\sigma$ with $d(k)\neq0$, the same spinors are the band states. Carrying the obstruction over to a two-dimensional Brillouin zone needs a further step: the map $k\mapsto d(k)/|d(k)|$ must wrap the sphere a nonzero net number of times.

## From the eigenvalue equation to a winding phase

`spin_up_iff` writes the eigenvalue equation in components:
$$n_2u_0+(n_0-in_1)u_1=u_0,\qquad (n_0+in_1)u_0-n_2u_1=u_1.$$
If $u_0=0$, the second equation gives $(1+n_2)u_1=0$. If $u_1=0$, the first gives $(1-n_2)u_0=0$. So for a nonzero spinor, $u_0\neq0$ away from the south pole and $u_1\neq0$ away from the north pole (`amplitude_ne_zero`).

Now suppose that $u$ never vanishes. For $s=\pm1$, the stereographic chart
$$c_s(w)=\frac{(2\,\mathrm{Re}\,w,\;2\,\mathrm{Im}\,w,\;s(1-|w|^2))}{1+|w|^2}$$
is continuous on the complex plane. It misses the pole $n_2=-s$, since reaching it would require $2s=0$. On $|w|=1$ both charts give $(\mathrm{Re}\,w,\mathrm{Im}\,w,0)$, as `chart_spec` records. Hence
$$f(w)=\frac{u_1(c_{-1}(w))}{u_0(c_1(w))}$$
is continuous and nowhere zero. On the equator the second component equation reads $w\,u_0=u_1$, so $f(w)=w$ on the unit circle.

## Why that phase cannot fill the disc

`exists_log_on_disc` gives $f$ a continuous logarithm on the closed unit disc. Let $m>0$ be the minimum of $|f|$ there. By uniform continuity, choose $N$ so that $f_k(w)=f(kw/(N+1))$ satisfies $|f_{k+1}-f_k|<m\le|f_k|$ for $0\le k\le N$. Then $|f_{k+1}/f_k-1|<1$, so the ratio has positive real part and its principal logarithm is continuous. The induction on $k$ builds
$$L=\operatorname{Log}f(0)+\sum_{k=0}^{N}\operatorname{Log}\frac{f_{k+1}}{f_k},\qquad e^L=f.$$

In `winding_forces_zero`, set $\varphi(t)=\mathrm{Im}\,L(e^{it})-t$. Since $f(e^{it})=e^{it}$, we have $e^{L(e^{it})-it}=1$ and therefore $\cos\varphi(t)=1$ for all $t$. But $\varphi(2\pi)=\varphi(0)-2\pi$, so the intermediate value theorem supplies a $t$ with $\varphi(t)=\varphi(0)-\pi$, where the cosine is $-1$. This contradiction proves the spin-up theorem.

For spin-down, put $v(n)=u(-n)$. Then $(n\cdot\sigma)v(n)=-((-n)\cdot\sigma)u(-n)=v(n)$, so $v$ has a zero, and so does $u$.

## The gauge that fails at one pole

Away from the south pole, fixing the phase of a normalised spin-up eigenvector by making its upper amplitude real and positive gives `northGauge`:
$$u=\frac{(1+n_2,\;n_0+in_1)}{\sqrt{2(1+n_2)}}.$$
Its squared norm is $[(1+n_2)^2+n_0^2+n_1^2]/[2(1+n_2)]=1$. Apart from the common denominator, the component equations reduce to $n_2(1+n_2)+n_0^2+n_1^2=1+n_2$ and $(n_0+in_1)(1+n_2-n_2)=n_0+in_1$. `northGauge_spec` proves these properties, and continuity, away from the south pole.

In polar angle $\theta$ and azimuth $\alpha$ this is $(\cos\frac\theta2,\,e^{i\alpha}\sin\frac\theta2)$. As $\theta\to\pi$ it tends to $(0,e^{i\alpha})$, which depends on the meridian. A calculation can switch to $(e^{-i\alpha}\cos\frac\theta2,\,\sin\frac\theta2)$ in the southern hemisphere, with the phase factor $e^{-i\alpha}$ relating the two gauges on the equator.

Continuity at every direction but one is not enough for `no_global_gauge`: setting $u=(0,1)$ at the south pole completes `northGauge` to a normalised eigenvector everywhere, discontinuous only there. Without normalisation, $(1+n_2,\,n_0+in_1)$ is a continuous solution on the whole sphere, with its zero at the south pole.
